# With m+1 Gauss Nodes and m+1 Orthonormal Polynomials, Quadrature Gets Only the Last Diagonal Element of x² Wrong

Q: In a discrete variable representation (DVR) I build the potential matrix from values at grid points. For a harmonic potential $\kappa x^2/2$ with force constant $\kappa$, I then add one number to the last diagonal element, in the polynomial basis, and take the matrix as exact. What justifies that?

A: Write the basis functions as polynomials $p_0,\dots,p_m$ times the square root of a weight function. Let $I(f)$ be the integral of $f$ against that weight, and $Q(f)=\sum_k w_k f(x_k)$ the quadrature with $m+1$ nodes. Suppose that $p_i$ has degree $i$ and $I(p_ip_j)=\delta_{ij}$ up to index $m+1$, that the nodes are zeros of $p_{m+1}$, and that $Q=I$ up to degree $2m+1$. Set $R_{ij}=I(x\,p_ip_j)$, the position matrix, and take $i,j\le m$.

First, $x p_i$ has degree at most $m+1$, so it expands in the basis, and orthonormality gives the coefficients:
$$x p_i=\sum_{k=0}^{m+1}R_{ik}\,p_k .$$
Multiplying by $x p_j$ and applying $I$ gives
$$I(x^2p_ip_j)=\sum_{k=0}^{m+1}R_{ik}R_{kj}.$$
Applying $Q$ instead gives $\sum_k R_{ik}\,Q(x p_kp_j)$. The term $k=m+1$ is zero, since $p_{m+1}$ vanishes at every node. For $k\le m$ the degree is $k+j+1\le 2m+1$, so $Q(x p_kp_j)=R_{kj}$. Hence
$$I(x^2p_ip_j)-Q(x^2p_ip_j)=R_{i,m+1}R_{m+1,j}.$$

Q: That is a product of two couplings. Why only one matrix element?

A: For $l<m$, the polynomial $x p_l p_{m+1}$ has degree $l+m+2\le 2m+1$. Its integral therefore equals its quadrature, which is zero because $p_{m+1}$ vanishes at the nodes. So $R_{l,m+1}=0$, and the difference survives only at $i=j=m$, where it is $b^2$ with $b=R_{m,m+1}$. The number you add is $\kappa b^2/2$.

Q: Now the formal version. What are $I$ and $Q$ there?

A: Linear maps from real polynomials to real numbers. `quad x w` is the weighted sum of point values.

In Lean 4 with Mathlib:

```lean
import Mathlib

open Polynomial

namespace HarmonicDVR

noncomputable section

/-- The quadrature rule with nodes `x` and weights `w`, as a linear functional on polynomials. -/
def quad {n : ℕ} (x w : Fin n → ℝ) : ℝ[X] →ₗ[ℝ] ℝ where
  toFun f := ∑ k, w k * f.eval (x k)
  map_add' f g := by
    simp only [eval_add, mul_add, Finset.sum_add_distrib]
  map_smul' a f := by
    simp only [eval_smul, smul_eq_mul, RingHom.id_apply, Finset.mul_sum]
    exact Finset.sum_congr rfl fun k _ => by ring
```

`position I p i j` is $R_{ij}$; the capital `X` in the code is the polynomial variable, the coordinate.

```lean
/-- The matrix element of the position operator between the basis functions `p i` and `p j`. -/
def position (I : ℝ[X] →ₗ[ℝ] ℝ) (p : ℕ → ℝ[X]) (i j : ℕ) : ℝ := I (X * p i * p j)
```

A wavefunction is a real combination of $p_0,\dots,p_m$, with the square root of the weight left out.

```lean
/-- The wavefunction with coefficients `c` in the basis `p 0, …, p m`. -/
def wave (p : ℕ → ℝ[X]) (m : ℕ) (c : ℕ → ℝ) : ℝ[X] :=
  ∑ i ∈ Finset.range (m + 1), c i • p i
```

Q: And where does the Gauss rule come from?

A: It is assumed, through this predicate.

```lean
/-- A polynomial DVR with `m + 1` points: each `p i` with `i ≤ m + 1` has degree `i`, these
polynomials are orthonormal for `I`, the nodes are zeros of `p (m + 1)`, and the rule is exact up to
degree `2 m + 1`. -/
structure IsGaussDVR (I : ℝ[X] →ₗ[ℝ] ℝ) (p : ℕ → ℝ[X]) (m : ℕ)
    (x w : Fin (m + 1) → ℝ) : Prop where
  natDegree_eq : ∀ i ≤ m + 1, (p i).natDegree = i
  orthonormal : ∀ i ≤ m + 1, ∀ j ≤ m + 1, I (p i * p j) = if i = j then 1 else 0
  node : ∀ k, (p (m + 1)).eval (x k) = 0
  exact_deg : ∀ f : ℝ[X], f.natDegree ≤ 2 * m + 1 → quad x w f = I f
```

`exact_deg` stands for the choice of Gaussian nodes and weights; the file does not construct such a rule for a general weight. Only indices up to $m+1$ are constrained, although `p` is defined on all natural numbers. The smallest case is $m=0$, with one node.

Q: You don't require distinct nodes, or a positive weight.

A: Neither is needed in the derivation. Distinctness follows by a short argument outside the code: with a repeated node, some nonzero $f$ of degree at most $m$ would vanish at all nodes, so $Q(f^2)=0$, while orthonormality gives $I(f^2)>0$.

Q: Your first step was the expansion. How is it proved?

A: A basis polynomial cannot be zero, since its norm is one, so its leading coefficient is nonzero.

```lean
variable {I : ℝ[X] →ₗ[ℝ] ℝ} {p : ℕ → ℝ[X]} {m : ℕ} {x w : Fin (m + 1) → ℝ}

/-- The leading coefficient of each basis polynomial is nonzero. -/
theorem IsGaussDVR.coeff_ne_zero (h : IsGaussDVR I p m x w) (i : ℕ) (hi : i ≤ m + 1) :
    (p i).coeff i ≠ 0 := by
  have hp : p i ≠ 0 := by
    intro h0
    have h1 := h.orthonormal i hi i hi
    simp [h0] at h1
  have h2 := leadingCoeff_ne_zero.mpr hp
  rwa [leadingCoeff, h.natDegree_eq i hi] at h2
```

That allows an induction on the degree: subtract the multiple of $p_d$ that removes the coefficient of $x^d$, and expand the remainder in the lower polynomials. Multiplying by $p_k$ and applying $I$ then identifies each coefficient.

```lean
/-- Resolution of the identity: a polynomial of degree at most `m + 1` is the sum of its
projections on `p 0, …, p (m + 1)`. -/
theorem IsGaussDVR.resolution (h : IsGaussDVR I p m x w) (f : ℝ[X])
    (hf : f.natDegree ≤ m + 1) :
    f = ∑ k ∈ Finset.range (m + 2), I (f * p k) • p k := by
  -- some expansion exists, by removing leading terms one after the other
  have ex : ∀ d : ℕ, d ≤ m + 2 → ∀ g : ℝ[X], (∀ j, d ≤ j → g.coeff j = 0) →
      ∃ c : ℕ → ℝ, g = ∑ k ∈ Finset.range d, c k • p k := by
    intro d
    induction d with
    | zero =>
      intro _ g hg
      exact ⟨0, by ext j; simpa using hg j (Nat.zero_le j)⟩
    | succ d ih =>
      intro hd g hg
      have h0 := h.coeff_ne_zero d (by omega)
      obtain ⟨a, ha⟩ : ∃ a : ℝ, a * (p d).coeff d = g.coeff d :=
        ⟨g.coeff d / (p d).coeff d, by field_simp⟩
      obtain ⟨c, hc⟩ := ih (by omega) (g - a • p d) (by
        intro j hj
        rw [coeff_sub, coeff_smul, smul_eq_mul]
        by_cases hjd : j = d
        · rw [hjd, ha, sub_self]
        · have hlt : (p d).natDegree < j := by
            rw [h.natDegree_eq d (by omega)]; omega
          rw [hg j (by omega), coeff_eq_zero_of_natDegree_lt hlt]
          ring)
      refine ⟨fun k => if k = d then a else c k, ?_⟩
      have hs : ∑ k ∈ Finset.range d, (if k = d then a else c k) • p k
          = ∑ k ∈ Finset.range d, c k • p k :=
        Finset.sum_congr rfl fun k hk => by rw [if_neg (Finset.mem_range.mp hk).ne]
      change g = ∑ k ∈ Finset.range (d + 1), (if k = d then a else c k) • p k
      rw [Finset.sum_range_succ, hs, ← hc]
      simp
  obtain ⟨c, hc⟩ := ex (m + 2) le_rfl f
    (fun j hj => coeff_eq_zero_of_natDegree_lt (by omega))
  -- orthonormality identifies the coefficients
  have hk : ∀ k ∈ Finset.range (m + 2), I (f * p k) = c k := by
    intro k hk
    have hk' := Finset.mem_range.mp hk
    rw [hc, Finset.sum_mul, map_sum]
    refine (Finset.sum_eq_single k ?_ ?_).trans ?_
    · intro j hj hne
      have hj' := Finset.mem_range.mp hj
      rw [smul_mul_assoc, map_smul, h.orthonormal j (by omega) k (by omega), if_neg hne,
        smul_zero]
    · intro hn
      exact absurd hk hn
    · rw [smul_mul_assoc, map_smul, h.orthonormal k (by omega) k (by omega), if_pos rfl,
        smul_eq_mul, mul_one]
  exact hc.trans (Finset.sum_congr rfl fun k hk' => by rw [hk k hk'])
```

Q: And the degree count for the quadrature?

A: `quad_position` bounds the degree of $x p_ip_j$ by $i+j+1$ and calls on exactness.

```lean
/-- The quadrature gives the exact position matrix element of `p i` and `p j` when `i, j ≤ m + 1`
and `i + j ≤ 2 m`. -/
theorem IsGaussDVR.quad_position (h : IsGaussDVR I p m x w) {i j : ℕ} (hi : i ≤ m + 1)
    (hj : j ≤ m + 1) (hij : i + j ≤ 2 * m) :
    quad x w (X * p i * p j) = position I p i j := by
  refine h.exact_deg _ ?_
  have h1 : (X * p i * p j).natDegree ≤ (X * p i).natDegree + (p j).natDegree :=
    natDegree_mul_le
  have h2 : (X * p i).natDegree ≤ (X : ℝ[X]).natDegree + (p i).natDegree := natDegree_mul_le
  rw [natDegree_X, h.natDegree_eq i hi] at h2
  rw [h.natDegree_eq j hj] at h1
  omega
```

`insert_states` is the sum over intermediate states. It is stated for any linear functional `L`, so one lemma serves for both $I$ and $Q$.

```lean
/-- For `i ≤ m` and any linear functional `L`, the element `L (x² p_i p_j)` splits into a sum over
the intermediate states `p 0, …, p (m + 1)`. -/
theorem IsGaussDVR.insert_states (h : IsGaussDVR I p m x w) (L : ℝ[X] →ₗ[ℝ] ℝ) {i : ℕ}
    (hi : i ≤ m) (j : ℕ) :
    L (X ^ 2 * p i * p j)
      = ∑ k ∈ Finset.range (m + 2), position I p i k * L (X * p k * p j) := by
  have hdeg : (X * p i).natDegree ≤ m + 1 := by
    have h2 : (X * p i).natDegree ≤ (X : ℝ[X]).natDegree + (p i).natDegree :=
      natDegree_mul_le
    rw [natDegree_X, h.natDegree_eq i (by omega)] at h2
    omega
  have hx := h.resolution (X * p i) hdeg
  calc L (X ^ 2 * p i * p j) = L ((X * p i) * (X * p j)) := by congr 1; ring
    _ = L ((∑ k ∈ Finset.range (m + 2), I (X * p i * p k) • p k) * (X * p j)) := by
        rw [← hx]
    _ = _ := by
        rw [Finset.sum_mul, map_sum]
        refine Finset.sum_congr rfl fun k _ => ?_
        rw [smul_mul_assoc, map_smul, smul_eq_mul, position,
          show p k * (X * p j) = X * p k * p j by ring]
```

With `L` equal to the quadrature, `h0` removes the state $p_{m+1}$, and `quad_position` evaluates the other terms. The DVR matrix of $x^2$ is thus the square of the truncated position matrix.

```lean
/-- The DVR matrix of `x²` is the square of the position matrix truncated to
`p 0, …, p m`. -/
theorem IsGaussDVR.quad_sq (h : IsGaussDVR I p m x w) {i j : ℕ} (hi : i ≤ m) (hj : j ≤ m) :
    quad x w (X ^ 2 * p i * p j)
      = ∑ k ∈ Finset.range (m + 1), position I p i k * position I p k j := by
  -- the state `p (m + 1)` is invisible on the grid
  have h0 : quad x w (X * p (m + 1) * p j) = 0 := by
    change ∑ k, w k * (X * p (m + 1) * p j).eval (x k) = 0
    exact Finset.sum_eq_zero fun k _ => by simp [h.node k]
  rw [h.insert_states (quad x w) hi j, Finset.sum_range_succ _ (m + 1), h0, mul_zero, add_zero]
  refine Finset.sum_congr rfl fun k hk => ?_
  have hk' := Finset.mem_range.mp hk
  rw [h.quad_position (by omega) (by omega) (by omega)]
```

Q: Then the main theorem is a subtraction.

A: Yes. `Finset.sum_range_succ` splits off the term $k=m+1$, the common sums cancel, and `htop` is the statement $R_{l,m+1}=0$ for $l<m$. The case split then separates $i=j=m$ from all other pairs.

```lean
/-- DVR error for `x²`: the exact and the quadrature matrix agree except in the last diagonal
element, where they differ by the squared position coupling of `p m` and `p (m + 1)`. -/
theorem IsGaussDVR.harmonic_error (h : IsGaussDVR I p m x w) {i j : ℕ} (hi : i ≤ m)
    (hj : j ≤ m) :
    I (X ^ 2 * p i * p j) - quad x w (X ^ 2 * p i * p j)
      = if i = m ∧ j = m then I (X * p m * p (m + 1)) ^ 2 else 0 := by
  have hsymm : position I p (m + 1) j = position I p j (m + 1) := by
    unfold position
    congr 1
    ring
  -- states below `p m` do not couple to `p (m + 1)`
  have htop : ∀ l < m, position I p l (m + 1) = 0 := by
    intro l hl
    rw [← h.quad_position (by omega) le_rfl (by omega)]
    change ∑ k, w k * (X * p l * p (m + 1)).eval (x k) = 0
    exact Finset.sum_eq_zero fun k _ => by simp [h.node k]
  have hI : I (X ^ 2 * p i * p j)
      = ∑ k ∈ Finset.range (m + 2), position I p i k * position I p k j :=
    h.insert_states I hi j
  rw [hI, h.quad_sq hi hj, Finset.sum_range_succ _ (m + 1), add_sub_cancel_left, hsymm]
  split_ifs with hc
  · rw [hc.1, hc.2, sq, position]
  · rcases (by omega : i < m ∨ j < m) with hl | hl
    · rw [htop i hl, zero_mul]
    · rw [htop j hl, mul_zero]
```

Q: Could $b$ be zero, so that there is no error at all?

A: No. The polynomial $x p_m$ has degree $m+1$, and in its expansion only $p_{m+1}$ reaches that degree. If its coefficient $b$ were zero, the leading coefficient of $p_m$ would be zero too. The proof compares the coefficients of $x^{m+1}$.

```lean
/-- The position coupling of `p m` and `p (m + 1)` is nonzero. -/
theorem IsGaussDVR.coupling_ne_zero (h : IsGaussDVR I p m x w) :
    I (X * p m * p (m + 1)) ≠ 0 := by
  intro hb
  have hdeg : (X * p m).natDegree ≤ m + 1 := by
    have h2 : (X * p m).natDegree ≤ (X : ℝ[X]).natDegree + (p m).natDegree :=
      natDegree_mul_le
    rw [natDegree_X, h.natDegree_eq m (by omega)] at h2
    omega
  -- compare the coefficients of degree `m + 1`
  have hc := congrArg (lcoeff ℝ (m + 1)) (h.resolution (X * p m) hdeg)
  simp only [map_sum, map_smul, lcoeff_apply, coeff_X_mul, smul_eq_mul] at hc
  refine h.coeff_ne_zero m (by omega) (hc.trans (Finset.sum_eq_zero fun k hk => ?_))
  have hk' := Finset.mem_range.mp hk
  by_cases hkm : k = m + 1
  · rw [hkm, hb, zero_mul]
  · have hlt : (p k).natDegree < m + 1 := by
      rw [h.natDegree_eq k (by omega)]; omega
    rw [coeff_eq_zero_of_natDegree_lt hlt, mul_zero]
```

Q: I care about energies more than matrix elements.

A: For $\psi=\sum_{i\le m}c_ip_i$, expand both factors of $\psi$ in $x^2\psi^2$. Each pair contributes $c_ic_j$ times its matrix error, so only $c_m^2b^2$ is left. The proof does the same with a double sum, using `Finset.sum_eq_single` once for each index.

```lean
/-- For a wavefunction `ψ`, normalised or not, `I (κ x² ψ² / 2)` minus its quadrature value is `κ /
2` times the squared coupling times the squared last coefficient. -/
theorem IsGaussDVR.energy_error (h : IsGaussDVR I p m x w) (κ : ℝ) (c : ℕ → ℝ) :
    I ((κ / 2) • (X ^ 2 * wave p m c * wave p m c))
        - quad x w ((κ / 2) • (X ^ 2 * wave p m c * wave p m c))
      = κ / 2 * I (X * p m * p (m + 1)) ^ 2 * c m ^ 2 := by
  have e : X ^ 2 * wave p m c * wave p m c = ∑ i ∈ Finset.range (m + 1),
      ∑ j ∈ Finset.range (m + 1), (c i * c j) • (X ^ 2 * p i * p j) := by
    unfold wave
    rw [mul_assoc, Finset.sum_mul_sum, Finset.mul_sum]
    refine Finset.sum_congr rfl fun i _ => ?_
    rw [Finset.mul_sum]
    refine Finset.sum_congr rfl fun j _ => ?_
    simp only [smul_eq_C_mul, C_mul]
    ring
  have v : ∀ i ≤ m, ∀ j ≤ m, (I - quad x w) (X ^ 2 * p i * p j)
      = if i = m ∧ j = m then I (X * p m * p (m + 1)) ^ 2 else 0 := by
    intro i hi j hj
    rw [LinearMap.sub_apply]
    exact h.harmonic_error hi hj
  -- only the last diagonal element survives in the double sum
  have hD : (I - quad x w) (X ^ 2 * wave p m c * wave p m c)
      = I (X * p m * p (m + 1)) ^ 2 * c m ^ 2 := by
    rw [e]
    simp only [map_sum, map_smul, smul_eq_mul]
    refine (Finset.sum_eq_single m ?_ ?_).trans ((Finset.sum_eq_single m ?_ ?_).trans ?_)
    · intro i hi hne
      refine Finset.sum_eq_zero fun j hj => ?_
      rw [v i (Nat.lt_succ_iff.mp (Finset.mem_range.mp hi)) j
        (Nat.lt_succ_iff.mp (Finset.mem_range.mp hj)), if_neg (fun hh => hne hh.1), mul_zero]
    · intro hn
      exact absurd (Finset.self_mem_range_succ m) hn
    · intro j hj hne
      rw [v m le_rfl j (Nat.lt_succ_iff.mp (Finset.mem_range.mp hj)),
        if_neg (fun hh => hne hh.2), mul_zero]
    · intro hn
      exact absurd (Finset.self_mem_range_succ m) hn
    · rw [v m le_rfl m le_rfl, if_pos ⟨rfl, rfl⟩]
      ring
  rw [LinearMap.sub_apply] at hD
  simp only [map_smul, smul_eq_mul]
  linear_combination (κ / 2) * hD
```

The coefficients need not be normalised in the theorem. The error of the expectation value is
$$\frac{\kappa}{2}\,b^2\,\frac{c_m^2}{\sum_{i\le m}c_i^2}.$$
For a one-dimensional harmonic potential on the matching Gauss grid, the potential-energy error of a given state is therefore set by the population of the highest basis function. The theorem does not treat the kinetic energy, eigenvalues, anharmonic potentials or complex coefficients.

Q: Show me a case in numbers, so that I know your conditions are not contradictory.

A: Take $m=1$ and a weight concentrated at $0,\pm\tfrac54$ with masses $\tfrac{9}{25},\tfrac{8}{25},\tfrac{8}{25}$. The basis is $1$ and $x$, and the next polynomial is $p_2=\tfrac43(x^2-1)$, with zeros $\pm1$. Point masses are not a weight function with a square root, so this is a check of the algebra and not a physical basis. The numbers below use only moments up to the fourth, so an even weight function with total mass $1$, second moment $1$ and fourth moment $\tfrac{25}{16}$ gives the same ones.

```lean
/-- The polynomials `1`, `x` and `4 (x² - 1) / 3`, the last one repeated for all higher indices. -/
def samplePoly : ℕ → ℝ[X]
  | 0 => 1
  | 1 => X
  | _ + 2 => C (4 / 3) * (X ^ 2 - 1)
```

The grid is $\pm1$ with weights $\tfrac12$. Both functionals give $1,0,1,0$ for $1,x,x^2,x^3$, which is exactness up to degree 3. The theorem below checks all four conditions.

```lean
/-- The two-point rule with nodes `1, -1` and equal weights is a DVR for the measure with atoms
`0, 5/4, -5/4` of mass `9/25, 8/25, 8/25`. -/
theorem isGaussDVR_witness :
    IsGaussDVR (quad ![0, 5 / 4, -5 / 4] ![9 / 25, 8 / 25, 8 / 25]) samplePoly 1
      ![1, -1] ![1 / 2, 1 / 2] := by
  have p0 : samplePoly 0 = 1 := rfl
  have p1 : samplePoly 1 = X := rfl
  have p2 : samplePoly 2 = C (4 / 3) * (X ^ 2 - 1) := rfl
  refine ⟨?_, ?_, ?_, ?_⟩
  · intro i hi
    interval_cases i
    · rw [p0, natDegree_one]
    · rw [p1, natDegree_X]
    · rw [p2]
      compute_degree!
  · intro i hi j hj
    interval_cases i <;> interval_cases j <;>
      simp [quad, p0, p1, p2, Fin.sum_univ_succ] <;> norm_num
  · intro k
    change (samplePoly 2).eval _ = 0
    rw [p2]
    fin_cases k <;> simp
  · intro f hf
    have e : ∀ t : ℝ, f.eval t
        = f.coeff 0 + f.coeff 1 * t + f.coeff 2 * t ^ 2 + f.coeff 3 * t ^ 3 := by
      intro t
      rw [eval_eq_sum_range' (show f.natDegree < 4 by omega)]
      simp [Finset.sum_range_succ]
    simp only [quad, LinearMap.coe_mk, AddHom.coe_mk, e]
    simp [Fin.sum_univ_succ]
    ring

end

end HarmonicDVR
```

The matrix elements of $x^2$ are
$$I:\ \begin{pmatrix}1&0\\0&\tfrac{25}{16}\end{pmatrix},\qquad Q:\ \begin{pmatrix}1&0\\0&1\end{pmatrix}.$$
They differ by $\tfrac{9}{16}$ in the last element. The coupling is $b=I(x\,p_1p_2)=\tfrac43\left(\tfrac{25}{16}-1\right)=\tfrac34$, and its square is $\tfrac{9}{16}$. For the normalised state with $c_0=\tfrac35$, $c_1=\tfrac45$, the exact mean of $x^2$ is $\tfrac{34}{25}$ and the grid gives $1$. The energy error is $\tfrac{\kappa}{2}\cdot\tfrac{9}{25}$, in agreement with $\tfrac{\kappa}{2}b^2c_1^2$.

```lean
#print axioms HarmonicDVR.IsGaussDVR.harmonic_error
-- 'HarmonicDVR.IsGaussDVR.harmonic_error' depends on axioms: [propext, Classical.choice, Quot.sound]
#print axioms HarmonicDVR.IsGaussDVR.coupling_ne_zero
-- 'HarmonicDVR.IsGaussDVR.coupling_ne_zero' depends on axioms: [propext, Classical.choice, Quot.sound]
#print axioms HarmonicDVR.IsGaussDVR.energy_error
-- 'HarmonicDVR.IsGaussDVR.energy_error' depends on axioms: [propext, Classical.choice, Quot.sound]
```
